# Through fourth order, the even part after one Douglas–Kroll step is independent of the normalised parametrisation

## Grading, generator and coupling

Let $A$ be a ring containing the operators, with commutator $[x,y]=xy-yx$.

```lean
import Mathlib

open PowerSeries

namespace DouglasKrollParametrisation

noncomputable section

variable {A : Type*} [Ring A]

/-- The commutator of two operators. -/
def comm (x y : A) : A := x * y - y * x
```

The grading $\beta$ satisfies $\beta^2=1$. An operator is even if it commutes with $\beta$ and odd if it anticommutes; odd operators couple the upper and lower components of a Dirac spinor. In the Douglas–Kroll setting, $E_0$ is the free-particle Hamiltonian after its exact block-diagonalisation, and $E_1$ and $O$ are the even and odd parts of the transformed external potential. The generator $W$ is odd and obeys

$$[W,E_0]=-O,$$

the condition that the first-order coupling between the blocks vanishes. `FirstStep` collects these assumptions; the existence of such a $W$ is assumed.

```lean
/-- The data of the first decoupling step: a grading `β`, even `E0` and `E1`, and an odd
generator `W` with `[W, E0] = -O`. -/
structure FirstStep (β E0 E1 O W : A) : Prop where
  β_sq : β * β = 1
  E0_even : β * E0 = E0 * β
  E1_even : β * E1 = E1 * β
  W_odd : β * W = -(W * β)
  decouple : W * E0 - E0 * W = -O
```

The transformation is a power series $f(x)=\sum_n a_nx^n$ with rational coefficients, $f(x)f(-x)=1$ and $a_0=a_1=1$. The first condition makes $f(-tW)$ the inverse of $f(tW)$. For real $t$ and anti-Hermitian $W$ it is also the formal adjoint, so the transformation is unitary, but the theorems need no adjoint. In Lean, `rescale (-1 : ℚ) f` is $f(-x)$.

```lean
/-- A rational series `f` with `f(x) f(-x) = 1` that starts as `1 + x`. -/
structure IsParam (f : PowerSeries ℚ) : Prop where
  unit : f * rescale (-1 : ℚ) f = 1
  a0 : coeff 0 f = 1
  a1 : coeff 1 f = 1
```

The parameter $t$ counts powers of the external potential: $H(t)=E_0+t(E_1+O)$. In Lean it is the formal variable `X`, and `C` embeds constant operators.

```lean
/-- The Hamiltonian `E0 + t (E1 + O)` as a series in the coupling `t`. -/
def ham (E0 E1 O : A) : PowerSeries A := C E0 + X * C (E1 + O)
```

From here on $A$ is an algebra over $\mathbb Q$, as complex matrices are. The even part of $x$ is $\tfrac12(x+\beta x\beta)$, and the transformed Hamiltonian is

$$T_f(t)=f(tW)\,H(t)\,f(-tW).$$

```lean
variable [Algebra ℚ A]

/-- The even (block-diagonal) part of an operator with respect to the grading `β`. -/
def evenPart (β x : A) : A := (1 / 2 : ℚ) • (x + β * x * β)

/-- The series `f(tW)` in the coupling `t`. -/
def series (f : PowerSeries ℚ) (W : A) : PowerSeries A :=
  PowerSeries.mk fun n => coeff n f • W ^ n

/-- The transformed Hamiltonian `f(tW) (E0 + t E1 + t O) f(-tW)`. -/
def transformed (f : PowerSeries ℚ) (W E0 E1 O : A) : PowerSeries A :=
  series f W * ham E0 E1 O * series f (-W)
```

All statements concern coefficients of formal series. Convergence and the domains of unbounded operators are not treated, nor are the later Douglas–Kroll steps that remove the remaining odd terms. Those steps can change the even part from fourth order on, so the fourth-order term found here is in general not the whole fourth-order Douglas–Kroll Hamiltonian. Within this one-step model, exchanging an exponential for a Cayley transformation leaves the even part unchanged through $t^4$.

## What the inverse condition fixes

The coefficients of $x^2$ and $x^4$ in $f(x)f(-x)=1$ give

$$2a_2-1=0,\qquad 2a_4-2a_3+a_2^2=0,$$

so $a_2=\tfrac12$ and $a_4=a_3-\tfrac18$, with $a_3$ left free. The proof extracts the same two equations and solves them with `linarith`.

```lean
/-- The condition `f(x) f(-x) = 1` fixes `a2 = 1/2` and `a4 = a3 - 1/8`. -/
theorem IsParam.coeffs {f : PowerSeries ℚ} (hf : IsParam f) :
    coeff 2 f = 1 / 2 ∧ coeff 4 f = coeff 3 f - 1 / 8 := by
  have h2 := congrArg (coeff 2) hf.unit
  have h4 := congrArg (coeff 4) hf.unit
  rw [coeff_mul, coeff_one, Finset.Nat.sum_antidiagonal_eq_sum_range_succ_mk] at h2 h4
  simp only [Finset.sum_range_succ, Finset.sum_range_zero, coeff_rescale, Nat.reduceSub,
    hf.a0, hf.a1] at h2 h4
  norm_num at h2 h4
  have e2 : coeff 2 f = 1 / 2 := by linarith
  rw [e2] at h4
  exact ⟨e2, by linarith⟩
```

## The parity of the coupling

The decoupling relation reads $O=E_0W-WE_0$. Moving $\beta$ to the right,

$$\beta O=E_0\beta W+W\beta E_0=-E_0W\beta+WE_0\beta=-O\beta,$$

so $O$ is odd without a separate assumption. `linear_combination` adds up these parity relations, and `noncomm_ring` checks the identity while respecting operator order.

```lean
omit [Algebra ℚ A] in
/-- The coupling removed by an odd generator is `O = E0 W - W E0`, and it is odd. -/
theorem FirstStep.O_odd {β E0 E1 O W : A} (h : FirstStep β E0 E1 O W) :
    O = E0 * W - W * E0 ∧ β * O = -(O * β) := by
  have hO : O = E0 * W - W * E0 := by rw [← neg_sub, h.decouple, neg_neg]
  refine ⟨hO, ?_⟩
  rw [hO]
  linear_combination (norm := noncomm_ring) h.E0_even * W + E0 * h.W_odd
    - h.W_odd * E0 + W * h.E0_even
```

## Expansion order by order

For a constant operator $B$ (`a` in the code), the $t^n$ coefficient of $f(tW)\,B\,f(-tW)$ is

$$\sum_{i=0}^{n}a_ia_{n-i}\,W^i B(-W)^{n-i}.$$

```lean
lemma coeff_sandwich (f : PowerSeries ℚ) (W a : A) (n : ℕ) :
    coeff n (series f W * C a * series f (-W)) =
      ∑ i ∈ Finset.range (n + 1),
        (coeff i f * coeff (n - i) f) • (W ^ i * a * (-W) ^ (n - i)) := by
  rw [coeff_mul, Finset.Nat.sum_antidiagonal_eq_sum_range_succ_mk]
  refine Finset.sum_congr rfl fun i _ => ?_
  simp only [coeff_mul_C, series, coeff_mk, smul_mul_assoc, mul_smul_comm, smul_smul]
  rw [mul_comm]
```

Since $t$ commutes with everything, $T_f$ splits into an $E_0$ sandwich and $t$ times an $(E_1+O)$ sandwich.

```lean
lemma transformed_split (f : PowerSeries ℚ) (W E0 E1 O : A) :
    transformed f W E0 E1 O = series f W * C E0 * series f (-W)
      + X * (series f W * C (E1 + O) * series f (-W)) := by
  rw [transformed, ham, mul_add, add_mul, ← mul_assoc (series f W) X,
    (commute_X (series f W)).eq]
  simp only [mul_assoc]
```

Order zero is therefore $a_0^2E_0$. Order $n+1$ takes $n+1$ factors of $W$ around $E_0$ and $n$ around $E_1+O$.

```lean
lemma coeff_transformed_zero (f : PowerSeries ℚ) (W E0 E1 O : A) :
    coeff 0 (transformed f W E0 E1 O) = (coeff 0 f * coeff 0 f) • E0 := by
  rw [transformed_split, map_add, coeff_sandwich, coeff_zero_X_mul]
  simp only [Finset.sum_range_succ, Finset.sum_range_zero, Nat.reduceSub, pow_zero,
    one_mul, mul_one, zero_add, add_zero]

lemma coeff_transformed_succ (f : PowerSeries ℚ) (W E0 E1 O : A) (n : ℕ) :
    coeff (n + 1) (transformed f W E0 E1 O) =
      ∑ i ∈ Finset.range (n + 1 + 1),
        (coeff i f * coeff (n + 1 - i) f) • (W ^ i * E0 * (-W) ^ (n + 1 - i))
      + ∑ i ∈ Finset.range (n + 1),
        (coeff i f * coeff (n - i) f) • (W ^ i * (E1 + O) * (-W) ^ (n - i)) := by
  rw [transformed_split, map_add, coeff_succ_X_mul, coeff_sandwich, coeff_sandwich]
```

## The even part as an average

Because $\beta W=-W\beta$, each power obeys $\beta W^n=(-W)^n\beta$, hence $\beta f(tW)=f(-tW)\beta$.

```lean
lemma series_grading (f : PowerSeries ℚ) {β W : A} (hW : β * W = -(W * β)) :
    SemiconjBy (C β) (series f W) (series f (-W)) := by
  have hs : SemiconjBy β W (-W) := by
    change β * W = -W * β
    rw [hW, neg_mul]
  change C β * series f W = series f (-W) * C β
  ext n
  rw [coeff_C_mul, coeff_mul_C]
  simp only [series, coeff_mk, mul_smul_comm, smul_mul_assoc, (hs.pow_right n).eq]
```

Likewise, moving $\beta$ through $H(t)$ reverses $O$. Write $T_f^-$ for $T_f$ with the signs of both $W$ and $O$ reversed. Passing $\beta$ through all three factors gives

$$\beta\,T_f=T_f^-\,\beta.$$

Multiplying by $\beta$ on the right and using $\beta^2=1$ turns the even part into the average of $T_f$ and $T_f^-$. Only terms with an even total number of factors $W$ and $O$ survive.

```lean
/-- The even part of each order is the average of that order and the same order with the
signs of `W` and `O` reversed. -/
theorem evenPart_coeff {β E0 E1 O W : A} (h : FirstStep β E0 E1 O W)
    (f : PowerSeries ℚ) (n : ℕ) :
    evenPart β (coeff n (transformed f W E0 E1 O)) = (1 / 2 : ℚ) •
      (coeff n (transformed f W E0 E1 O) + coeff n (transformed f (-W) E0 E1 (-O))) := by
  have e0 : C β * C E0 = C E0 * C β := by rw [← map_mul, ← map_mul, h.E0_even]
  have e1 : C β * C (E1 + O) = C (E1 + -O) * C β := by
    rw [← map_mul, ← map_mul, mul_add, add_mul, h.E1_even, h.O_odd.2, neg_mul]
  have hH : SemiconjBy (C β) (ham E0 E1 O) (ham E0 E1 (-O)) := by
    change C β * (C E0 + X * C (E1 + O)) = (C E0 + X * C (E1 + -O)) * C β
    rw [mul_add, add_mul, e0]
    congr 1
    calc C β * (X * C (E1 + O)) = C β * X * C (E1 + O) := (mul_assoc _ _ _).symm
      _ = X * (C β * C (E1 + O)) := by rw [(commute_X (C β)).eq, mul_assoc]
      _ = X * C (E1 + -O) * C β := by rw [e1, mul_assoc]
  have hW' : β * -W = -(-W * β) := by rw [mul_neg, h.W_odd, neg_mul]
  -- moving β through all three factors reverses W and O
  have key : C β * transformed f W E0 E1 O = transformed f (-W) E0 E1 (-O) * C β :=
    ((series_grading f h.W_odd).mul_right hH).mul_right (series_grading f hW')
  have hc := congrArg (coeff n) key
  rw [coeff_C_mul, coeff_mul_C] at hc
  rw [evenPart, hc, mul_assoc, h.β_sq, mul_one]
```

## Cancellation of the free coefficient

The even parts at orders 0 to 3 are

$$E_0,\quad E_1,\quad \tfrac12[W,O],\quad \tfrac12[W,[W,E_1]].$$

At order 4 the even part is

$$\begin{aligned}&a_4(W^4E_0+E_0W^4)-a_3(W^3E_0W+WE_0W^3)+a_2^2W^2E_0W^2\\&\quad+a_3(W^3O-OW^3)-a_2(W^2OW-WOW^2).\end{aligned}$$

With $a_4=a_3-\tfrac18$, the factor multiplying $a_3$ is $[W^3,[W,E_0]]+[W^3,O]$, which vanishes because $[W,E_0]=-O$. The proof treats the five orders separately, substitutes for $O$ and the coefficients, and lets `module` compare the monomials.

```lean
/-- Through fourth order in the coupling, the even part of the transformed Hamiltonian is
the same for all admissible parametrisations. -/
theorem even_part_independent {β E0 E1 O W : A} (h : FirstStep β E0 E1 O W)
    {f g : PowerSeries ℚ} (hf : IsParam f) (hg : IsParam g) {n : ℕ} (hn : n ≤ 4) :
    evenPart β (coeff n (transformed f W E0 E1 O)) =
      evenPart β (coeff n (transformed g W E0 E1 O)) := by
  rw [evenPart_coeff h, evenPart_coeff h, h.O_odd.1]
  interval_cases n <;>
  simp only [coeff_transformed_zero, coeff_transformed_succ, Finset.sum_range_succ,
    Finset.sum_range_zero, Nat.reduceSub, Nat.reduceAdd, hf.a0, hf.a1, hf.coeffs.1,
    hf.coeffs.2, hg.a0, hg.a1, hg.coeffs.1, hg.coeffs.2, pow_succ, pow_zero, one_mul,
    mul_one, neg_mul, mul_neg, mul_add, add_mul, mul_sub, sub_mul, ← mul_assoc] <;>
  module
```

Substituting $O=E_0W-WE_0$ in what remains at order 4 leaves

$$-\tfrac18\left(W^4E_0-4W^3E_0W+6W^2E_0W^2-4WE_0W^3+E_0W^4\right).$$

This is $-\tfrac18$ times the fourfold commutator of $W$ with $E_0$, that is, $\tfrac18[W,[W,[W,O]]]$.

```lean
/-- The fourth-order even term is `[W, [W, [W, O]]] / 8`. -/
theorem fourth_order_even {β E0 E1 O W : A} (h : FirstStep β E0 E1 O W)
    {f : PowerSeries ℚ} (hf : IsParam f) :
    evenPart β (coeff 4 (transformed f W E0 E1 O)) =
      (1 / 8 : ℚ) • comm W (comm W (comm W O)) := by
  rw [evenPart_coeff h, h.O_odd.1]
  simp only [comm, coeff_transformed_succ, Finset.sum_range_succ,
    Finset.sum_range_zero, Nat.reduceSub, Nat.reduceAdd, hf.a0, hf.a1, hf.coeffs.1,
    hf.coeffs.2, pow_succ, pow_zero, one_mul, mul_one, neg_mul, mul_neg, mul_add,
    add_mul, mul_sub, sub_mul, ← mul_assoc]
  module
```

## Where $a_3$ first appears

At order 3 the terms with $a_2a_1$ combine to $\tfrac12W(E_0W-WE_0)W=\tfrac12WOW$, so the full coefficient is

$$a_3[W^3,E_0]+\tfrac12\bigl(WOW+[W,[W,E_1+O]]\bigr).$$

As $W^3$ is odd and $E_0$ even, $[W^3,E_0]$ is odd. The choice of $f$ can thus change the $t^3$ term of the coupling between the blocks, but not the $t^3$ term of the blocks themselves.

```lean
/-- In third order the coefficient `a3` enters only through `a3 [W³, E0]`, which is odd. -/
theorem third_order {β E0 E1 O W : A} (h : FirstStep β E0 E1 O W)
    {f : PowerSeries ℚ} (hf : IsParam f) :
    coeff 3 (transformed f W E0 E1 O) = coeff 3 f • comm (W ^ 3) E0
        + (1 / 2 : ℚ) • (W * O * W + comm W (comm W (E1 + O))) ∧
      β * comm (W ^ 3) E0 = -(comm (W ^ 3) E0 * β) := by
  constructor
  · rw [h.O_odd.1]
    simp only [comm, coeff_transformed_succ, Finset.sum_range_succ,
      Finset.sum_range_zero, Nat.reduceSub, Nat.reduceAdd, hf.a0, hf.a1, hf.coeffs.1,
      pow_succ, pow_zero, one_mul, mul_one, neg_mul, mul_neg, mul_add,
      add_mul, mul_sub, sub_mul, ← mul_assoc]
    module
  · have h3 : β * W ^ 3 = -(W ^ 3 * β) := by
      linear_combination (norm := noncomm_ring) h.W_odd * W ^ 2 - W * h.W_odd * W
        + W ^ 2 * h.W_odd
    rw [comm]
    linear_combination (norm := noncomm_ring) h3 * E0 - W ^ 3 * h.E0_even
      - h.E0_even * W ^ 3 - E0 * h3
```

At order 5 only the $E_1$ terms are even:

$$a_4(W^4E_1+E_1W^4)-a_3(W^3E_1W+WE_1W^3)+a_2^2W^2E_1W^2.$$

The factor of $a_3$ is now $[W^3,[W,E_1]]$, and nothing cancels it. The fifth-order even parts for two parametrisations $f$ and $g$ differ by $(a_3(f)-a_3(g))[W^3,[W,E_1]]$.

```lean
/-- In fifth order the even parts for two parametrisations differ by the difference of
their cubic coefficients times `[W³, [W, E1]]`. -/
theorem fifth_order_difference {β E0 E1 O W : A} (h : FirstStep β E0 E1 O W)
    {f g : PowerSeries ℚ} (hf : IsParam f) (hg : IsParam g) :
    evenPart β (coeff 5 (transformed f W E0 E1 O))
        - evenPart β (coeff 5 (transformed g W E0 E1 O)) =
      (coeff 3 f - coeff 3 g) • comm (W ^ 3) (comm W E1) := by
  rw [evenPart_coeff h, evenPart_coeff h, h.O_odd.1]
  simp only [comm, coeff_transformed_succ, Finset.sum_range_succ,
    Finset.sum_range_zero, Nat.reduceSub, Nat.reduceAdd, hf.a0, hf.a1, hf.coeffs.1,
    hf.coeffs.2, hg.a0, hg.a1, hg.coeffs.1, hg.coeffs.2, pow_succ, pow_zero, one_mul,
    mul_one, neg_mul, mul_neg, mul_add, add_mul, mul_sub, sub_mul, ← mul_assoc]
  module
```

## Exponential and Cayley series in a two-level model

The Cayley series is $c(x)=(1+x/2)/(1-x/2)$, with $a_3=\tfrac14$; the exponential has $a_3=\tfrac16$.

```lean
/-- The Cayley series `(1 + x/2) / (1 - x/2) = 1 + x + x²/2 + x³/4 + ⋯`. -/
def cayley : PowerSeries ℚ := PowerSeries.mk fun n => if n = 0 then 1 else 2 * (1 / 2) ^ n
```

For the exponential, $e^xe^{-x}=1$. For $c$, multiply $c(x)(1-x/2)=1+x/2$ by its image under $x\to-x$ and cancel the nonzero factor $(1-x/2)(1+x/2)$.

```lean
/-- The exponential and the Cayley series are both admissible parametrisations. -/
theorem isParam_witness : IsParam (PowerSeries.exp ℚ) ∧ IsParam cayley := by
  refine ⟨⟨exp_mul_exp_neg_eq_one, by simp [coeff_exp], by simp [coeff_exp]⟩,
    ⟨?_, by simp only [cayley, coeff_mk, if_true], by
      rw [cayley, coeff_mk]; norm_num⟩⟩
  have h1 : cayley * (1 - C (1 / 2 : ℚ) * X) = 1 + C (1 / 2 : ℚ) * X := by
    ext n
    rw [mul_sub, mul_one, ← mul_assoc, map_sub, map_add]
    rcases n with _ | _ | n
    · rw [coeff_zero_mul_X, coeff_zero_mul_X, cayley, coeff_mk, coeff_one]
      norm_num
    · rw [coeff_succ_mul_X, coeff_succ_mul_X, coeff_mul_C, cayley, coeff_mk, coeff_mk,
        coeff_one, coeff_C]
      norm_num
    · rw [coeff_succ_mul_X, coeff_succ_mul_X, coeff_mul_C, cayley, coeff_mk, coeff_mk,
        coeff_one, coeff_C]
      simp only [Nat.add_eq_zero_iff, one_ne_zero, and_false, if_false]
      ring
  have hX : rescale (-1 : ℚ) (C (1 / 2 : ℚ) * X) = -(C (1 / 2 : ℚ) * X) := by
    ext n
    rw [coeff_rescale, map_neg, coeff_C_mul, coeff_X]
    by_cases hn : n = 1 <;> simp [hn]
  have h2 := congrArg (rescale (-1 : ℚ)) h1
  rw [map_mul, map_sub, map_add, map_one, hX] at h2
  have ne : (1 - C (1 / 2 : ℚ) * X) * (1 + C (1 / 2 : ℚ) * X) ≠ 0 := by
    intro h
    have h0 := congrArg constantCoeff h
    simp at h0
  -- cancel the common factor (1 - x/2)(1 + x/2)
  apply mul_right_cancel₀ ne
  linear_combination (rescale (-1 : ℚ) cayley * (1 + C (1 / 2 : ℚ) * X)) * h1
    + (1 + C (1 / 2 : ℚ) * X) * h2
```

Now take

$$\beta=E_0=\begin{pmatrix}1&0\\0&-1\end{pmatrix},\quad E_1=\begin{pmatrix}1&0\\0&0\end{pmatrix},\quad O=\begin{pmatrix}0&1\\1&0\end{pmatrix},\quad W=\tfrac12\begin{pmatrix}0&1\\-1&0\end{pmatrix}.$$

Direct multiplication gives $[W,E_0]=-O$ and the required parities.

```lean
/-- A two-level model with `β = E0 = diag(1, -1)` and `E1 = diag(1, 0)` meets the
conditions of the first decoupling step. -/
theorem firstStep_witness :
    FirstStep (A := Matrix (Fin 2) (Fin 2) ℚ) !![1, 0; 0, -1] !![1, 0; 0, -1]
      !![1, 0; 0, 0] !![0, 1; 1, 0] !![0, 1 / 2; -1 / 2, 0] := by
  constructor <;> ext i j <;> fin_cases i <;> fin_cases j <;>
    norm_num [Matrix.mul_apply, Fin.sum_univ_succ]
```

Here $[W,O]=\beta$ and $[W,\beta]=-O$, so the fourth-order even term is $-\beta/8$ for both series. At fifth order, $W^3=-W/4$ and $[W,E_1]=-O/2$ give $[W^3,[W,E_1]]=\beta/8$. The exponential result minus the Cayley result is

$$\left(\tfrac16-\tfrac14\right)\frac{\beta}{8}=-\frac{\beta}{96}\neq0.$$

The proof assumes equality and finds a contradiction in the upper-left matrix entry.

```lean
/-- In the two-level model the exponential and Cayley parametrisations give different even
parts in fifth order. -/
theorem fifth_order_depends :
    evenPart !![1, 0; 0, -1] (coeff 5 (transformed (PowerSeries.exp ℚ)
        (!![0, 1 / 2; -1 / 2, 0] : Matrix (Fin 2) (Fin 2) ℚ)
        !![1, 0; 0, -1] !![1, 0; 0, 0] !![0, 1; 1, 0])) ≠
      evenPart !![1, 0; 0, -1] (coeff 5 (transformed cayley
        (!![0, 1 / 2; -1 / 2, 0] : Matrix (Fin 2) (Fin 2) ℚ)
        !![1, 0; 0, -1] !![1, 0; 0, 0] !![0, 1; 1, 0])) := by
  intro heq
  have h := fifth_order_difference firstStep_witness isParam_witness.1 isParam_witness.2
  have e3 : coeff 3 (PowerSeries.exp ℚ) = 1 / 6 := by
    rw [coeff_exp]; norm_num [Nat.factorial]
  have c3 : coeff 3 cayley = 1 / 4 := by rw [cayley, coeff_mk]; norm_num
  rw [heq, sub_self, e3, c3] at h
  have h00 := congrFun (congrFun h 0) 0
  norm_num [comm, pow_succ, Matrix.mul_apply, Fin.sum_univ_succ] at h00

end

end DouglasKrollParametrisation
```

```lean
#print axioms DouglasKrollParametrisation.even_part_independent
#print axioms DouglasKrollParametrisation.fourth_order_even
#print axioms DouglasKrollParametrisation.third_order
#print axioms DouglasKrollParametrisation.fifth_order_depends
```

```
'DouglasKrollParametrisation.even_part_independent' depends on axioms: [propext, Classical.choice, Quot.sound]
'DouglasKrollParametrisation.fourth_order_even' depends on axioms: [propext, Classical.choice, Quot.sound]
'DouglasKrollParametrisation.third_order' depends on axioms: [propext, Classical.choice, Quot.sound]
'DouglasKrollParametrisation.fifth_order_depends' depends on axioms: [propext, Classical.choice, Quot.sound]
```

## Without the decoupling relation

Keep $\beta$, $E_0$ and $W$ from the two-level model, but set $O=E_1=0$, so that $[W,E_0]=-O$ fails. A direct calculation, separate from the Lean file, then gives fourth-order even parts that differ by

$$\left(\tfrac16-\tfrac14\right)[W^3,[W,E_0]]=-\frac1{12}\cdot\frac{\beta}{4}=-\frac{\beta}{48}.$$

The parity conditions still hold, but the term $[W^3,O]$ that cancelled this contribution is absent.
